# A regular planar shell of $N\ge 3$ b-vectors of length $b>0$ is complete in its plane with weight $2/(Nb^2)$

A band-structure calculation often gives Bloch states on a finite mesh of wave vectors $k$. Wannier centres and spreads involve derivatives with respect to $k$, and a common way to estimate these is from differences between neighbouring mesh points. Which neighbours are enough, and how should they be weighted?

Let $b_j$ be the vectors from $k$ to its neighbours, and give each the same weight $w$. For a linear function with gradient $g$, the difference along $b_j$ is $b_j\cdot g$. The weighted sum $\sum_j w\,b_{j,i}\,(b_j\cdot g)$ equals $g_i$ for every $g$ exactly when

$$\sum_j w\,b_{j,i}\,b_{j,l}=\delta_{il}.$$

This is the completeness condition. It is studied here in two dimensions, with $i$ and $l$ running over $x$ and $y$, for a single shell of equally long vectors at equal angles. This includes the nearest neighbours on square and hexagonal meshes. A three-dimensional mesh also needs neighbours out of the plane.

## The shell and its completeness condition

In Lean 4 with Mathlib:

```lean
import Mathlib

open Real Filter Topology

namespace FiniteDifferenceShell

noncomputable section

/-- Polar angle of the `j`-th vector in a regular shell of `N ≥ 1` vectors with offset `θ`. -/
def angle (N : ℕ) (θ : ℝ) (j : ℕ) : ℝ := θ + 2 * π * j / N
```

The direction of vector $j$ is $a_j=\theta+2\pi j/N$. The letter $\theta$ is the offset of the whole shell, not the polar angle of an individual vector. A natural number such as `j` is converted to a real number automatically.

```lean
/-- The `j`-th planar b-vector, of length `b ≥ 0`, in a regular shell of `N ≥ 1` vectors. -/
def bvec (N : ℕ) (b θ : ℝ) (j : ℕ) : Fin 2 → ℝ :=
  ![b * Real.cos (angle N θ j), b * Real.sin (angle N θ j)]
```

This is $b_j=b(\cos a_j,\sin a_j)$. The type `Fin 2 → ℝ` describes a pair of real numbers with components numbered 0 and 1, for $x$ and $y$.

```lean
/-- The shell weight `2 / (N b²)`, for `N ≥ 1` and `b ≠ 0`. -/
def weight (N : ℕ) (b : ℝ) : ℝ := 2 / (N * b ^ 2)
```

The candidate weight is $2/(Nb^2)$, an inverse square of a wave vector.

```lean
/-- Completeness condition: the weighted sum of `b_i b_l` over the shell is `δ_il`. -/
def IsComplete (N : ℕ) (b θ w : ℝ) : Prop :=
  ∀ i l : Fin 2, ∑ j ∈ Finset.range N, w * (bvec N b θ j i * bvec N b θ j l) =
    if i = l then 1 else 0
```

`IsComplete` is the condition above, with $j$ running from $0$ to $N-1$. A `Prop` is a statement, which may be true or false. The name does not refer to completeness of a basis set.

## Harmonics that cancel around the shell

```lean
/-- The `m`-th angular harmonic sums to zero over the shell if `N` does not divide `m`. -/
theorem sum_harmonic {N m : ℕ} (h : ¬ N ∣ m) (θ : ℝ) :
    ∑ j ∈ Finset.range N, Complex.exp ((m * angle N θ j : ℝ) * Complex.I) = 0 := by
  rcases Nat.eq_zero_or_pos N with rfl | hN
  · simp
  have hζ := Complex.isPrimitiveRoot_exp N hN.ne'
  obtain ⟨ζ, hdef⟩ : ∃ ζ, ζ = Complex.exp (2 * π * Complex.I / N) := ⟨_, rfl⟩
  rw [← hdef] at hζ
  have hne : ζ ^ m ≠ 1 := fun h1 => h (hζ.dvd_of_pow_eq_one m h1)
  have hpow : (ζ ^ m) ^ N = 1 := by
    rw [← pow_mul, mul_comm, pow_mul, hζ.pow_eq_one, one_pow]
  -- the geometric sum of a nontrivial root of unity vanishes
  have hgeom : ∑ j ∈ Finset.range N, (ζ ^ m) ^ j = 0 := by
    have h2 := mul_neg_geom_sum (ζ ^ m) N
    rw [hpow, sub_self] at h2
    exact (mul_eq_zero.mp h2).resolve_left (sub_ne_zero.mpr hne.symm)
  have hterm : ∀ j : ℕ, Complex.exp ((m * angle N θ j : ℝ) * Complex.I) =
      Complex.exp ((m * θ : ℝ) * Complex.I) * (ζ ^ m) ^ j := by
    intro j
    rw [hdef, ← pow_mul, ← Complex.exp_nat_mul, ← Complex.exp_add]
    congr 1
    simp only [angle]
    push_cast
    ring
  rw [Finset.sum_congr rfl (fun j _ => hterm j), ← Finset.mul_sum, hgeom, mul_zero]
```

In a theorem, the hypotheses stand before the colon, the claim after it, and the proof after `:=`. Here the claim is $\sum_j e^{ima_j}=0$ whenever $N$ does not divide $m$. In these exponentials $i$ is the imaginary unit, not a component index.

By hand, set $\zeta=e^{2\pi i/N}$. Then $e^{ima_j}=e^{im\theta}(\zeta^m)^j$, which is `hterm`. The geometric sum obeys

$$(1-\zeta^m)\sum_{j=0}^{N-1}(\zeta^m)^j=1-\zeta^{mN}=0.$$

Since $N$ does not divide $m$, $\zeta^m\neq1$ (`hne`), so the sum itself vanishes (`hgeom`). The case $N=0$ is an empty sum.

```lean
/-- The cosine and sine harmonics of order `m` both sum to zero if `N` does not divide `m`. -/
theorem sum_cos_sin {N m : ℕ} (h : ¬ N ∣ m) (θ : ℝ) :
    ∑ j ∈ Finset.range N, Real.cos (m * angle N θ j) = 0 ∧
    ∑ j ∈ Finset.range N, Real.sin (m * angle N θ j) = 0 := by
  have h0 := sum_harmonic h θ
  constructor
  · simpa only [Complex.re_sum, Complex.exp_ofReal_mul_I_re, Complex.zero_re]
      using congrArg Complex.re h0
  · simpa only [Complex.im_sum, Complex.exp_ofReal_mul_I_im, Complex.zero_im]
      using congrArg Complex.im h0
```

The real and imaginary parts give $\sum_j\cos(ma_j)=0$ and $\sum_j\sin(ma_j)=0$.

```lean
/-- The vectors of a regular shell with `N ≥ 2` add up to zero. -/
theorem sum_bvec {N : ℕ} (hN : 2 ≤ N) (b θ : ℝ) :
    ∑ j ∈ Finset.range N, bvec N b θ j = 0 := by
  have hd : ¬ N ∣ 1 := fun h => by
    have := Nat.le_of_dvd (by norm_num) h
    omega
  obtain ⟨hC, hS⟩ := sum_cos_sin hd θ
  simp only [Nat.cast_one, one_mul] at hC hS
  ext i
  rw [Finset.sum_apply]
  fin_cases i
  · change ∑ j ∈ Finset.range N, b * Real.cos (angle N θ j) = 0
    rw [← Finset.mul_sum, hC, mul_zero]
  · change ∑ j ∈ Finset.range N, b * Real.sin (angle N θ j) = 0
    rw [← Finset.mul_sum, hS, mul_zero]
```

With $m=1$, which no $N\ge2$ divides, both components of $\sum_j b_j$ vanish. The tactic `fin_cases i` treats the two components in turn.

## The second moment fixes the weight

```lean
/-- For `N ≥ 3` the second-moment tensor of the shell is isotropic, `(N b² / 2) δ_il`. -/
theorem second_moment {N : ℕ} (hN : 3 ≤ N) (b θ : ℝ) (i l : Fin 2) :
    ∑ j ∈ Finset.range N, bvec N b θ j i * bvec N b θ j l =
      if i = l then N * b ^ 2 / 2 else 0 := by
  have hd : ¬ N ∣ 2 := fun h => by
    have := Nat.le_of_dvd (by norm_num) h
    omega
  obtain ⟨hC, hS⟩ := sum_cos_sin hd θ
  simp only [Nat.cast_ofNat] at hC hS
  -- double-angle formulas reduce each component to a second harmonic
  have h00 : ∑ j ∈ Finset.range N, bvec N b θ j 0 * bvec N b θ j 0 = N * b ^ 2 / 2 := by
    calc _ = ∑ j ∈ Finset.range N, (b ^ 2 / 2 + b ^ 2 / 2 * Real.cos (2 * angle N θ j)) :=
          Finset.sum_congr rfl fun j _ => by
            change b * Real.cos (angle N θ j) * (b * Real.cos (angle N θ j)) = _
            rw [Real.cos_two_mul]
            ring
      _ = _ := by
          rw [Finset.sum_add_distrib, ← Finset.mul_sum, hC, Finset.sum_const,
            Finset.card_range, nsmul_eq_mul]
          ring
  have h11 : ∑ j ∈ Finset.range N, bvec N b θ j 1 * bvec N b θ j 1 = N * b ^ 2 / 2 := by
    calc _ = ∑ j ∈ Finset.range N, (b ^ 2 / 2 - b ^ 2 / 2 * Real.cos (2 * angle N θ j)) :=
          Finset.sum_congr rfl fun j _ => by
            change b * Real.sin (angle N θ j) * (b * Real.sin (angle N θ j)) = _
            rw [Real.cos_two_mul]
            linear_combination b ^ 2 * Real.sin_sq_add_cos_sq (angle N θ j)
      _ = _ := by
          rw [Finset.sum_sub_distrib, ← Finset.mul_sum, hC, Finset.sum_const,
            Finset.card_range, nsmul_eq_mul]
          ring
  have h01 : ∑ j ∈ Finset.range N, bvec N b θ j 0 * bvec N b θ j 1 = 0 := by
    calc _ = ∑ j ∈ Finset.range N, b ^ 2 / 2 * Real.sin (2 * angle N θ j) :=
          Finset.sum_congr rfl fun j _ => by
            change b * Real.cos (angle N θ j) * (b * Real.sin (angle N θ j)) = _
            rw [Real.sin_two_mul]
            ring
      _ = 0 := by rw [← Finset.mul_sum, hS, mul_zero]
  have h10 : ∑ j ∈ Finset.range N, bvec N b θ j 1 * bvec N b θ j 0 = 0 := by
    rw [← h01]
    exact Finset.sum_congr rfl fun j _ => mul_comm _ _
  fin_cases i <;> fin_cases l
  · simpa using h00
  · simpa using h01
  · simpa using h10
  · simpa using h11
```

The products of components contain the second harmonic:

$$\cos^2a=\tfrac12(1+\cos2a),\quad \sin^2a=\tfrac12(1-\cos2a),\quad \cos a\sin a=\tfrac12\sin2a.$$

For $N\ge3$, $N$ does not divide 2, so the sums of $\cos2a_j$ and $\sin2a_j$ vanish. The constant terms leave

$$\sum_j b_{j,i}\,b_{j,l}=\frac{Nb^2}{2}\,\delta_{il}.$$

The facts `h00`, `h11`, `h01` and `h10` are the four components. The offset has disappeared.

```lean
/-- A regular shell with `N ≥ 3` and `b > 0` is complete with weight `2 / (N b²)`,
for every offset angle. -/
theorem completeness {N : ℕ} (hN : 3 ≤ N) {b : ℝ} (hb : 0 < b) (θ : ℝ) :
    IsComplete N b θ (weight N b) := by
  intro i l
  have hN0 : (N : ℝ) ≠ 0 := Nat.cast_ne_zero.mpr (by omega)
  have hb0 : b ≠ 0 := hb.ne'
  rw [← Finset.mul_sum, second_moment hN]
  split_ifs
  · simp only [weight]
    field_simp
  · rw [mul_zero]
```

Multiplying by $2/(Nb^2)$ gives $\delta_{il}$. The tactic `field_simp` cancels the factors, using $N\ne0$ and $b\ne0$.

```lean
/-- For `b > 0`, a regular shell with uniform weight `w` is complete exactly when
`N ≥ 3` and `w = 2 / (N b²)`. -/
theorem isComplete_iff {N : ℕ} {b : ℝ} (hb : 0 < b) (θ w : ℝ) :
    IsComplete N b θ w ↔ 3 ≤ N ∧ w = weight N b := by
  refine ⟨fun h => ?_, fun h => h.2 ▸ completeness h.1 hb θ⟩
  have h00 := (h 0 0).trans (if_pos rfl)
  have h11 := (h 1 1).trans (if_pos rfl)
  have h01 := (h 0 1).trans (if_neg (by decide))
  have hN : 3 ≤ N := by
    by_contra hlt
    have hle : N ≤ 2 := by omega
    clear h hlt
    -- collinear vectors give a singular tensor, which is not the identity
    have hneg : ∀ i, bvec 2 b θ 1 i = -bvec 2 b θ 0 i := by
      have ha : angle 2 θ 1 = angle 2 θ 0 + π := by
        simp only [angle]
        push_cast
        ring
      intro i
      fin_cases i <;> simp [bvec, ha, Real.cos_add_pi, Real.sin_add_pi]
    interval_cases N
    · simp at h00
    · simp only [Finset.sum_range_succ, Finset.sum_range_zero] at h00 h11 h01
      have : (1 : ℝ) = 0 := by
        linear_combination (-(w * bvec 1 b θ 0 1 ^ 2)) * h00 - h11 +
          (w * bvec 1 b θ 0 0 * bvec 1 b θ 0 1) * h01
      exact one_ne_zero this
    · simp only [Finset.sum_range_succ, Finset.sum_range_zero, hneg] at h00 h11 h01
      have : (1 : ℝ) = 0 := by
        linear_combination (-(2 * w * bvec 2 b θ 0 1 ^ 2)) * h00 - h11 +
          (2 * w * bvec 2 b θ 0 0 * bvec 2 b θ 0 1) * h01
      exact one_ne_zero this
  refine ⟨hN, ?_⟩
  have hN0 : (N : ℝ) ≠ 0 := Nat.cast_ne_zero.mpr (by omega)
  rw [← Finset.mul_sum, second_moment hN, if_pos rfl] at h00
  rw [weight, eq_div_iff (mul_ne_zero hN0 (pow_ne_zero 2 hb.ne'))]
  linear_combination 2 * h00
```

The symbol `↔` means "if and only if". The direction from right to left is the previous theorem. For the other direction, suppose that the shell is complete with $N\le2$.

- For $N=0$ the sum is zero, not one.
- For $N=1$, write $b_0=(x,y)$. Completeness demands $wx^2=1$, $wy^2=1$ and $wxy=0$. But $(wx^2)(wy^2)=(wxy)^2$, so $1=0$.
- For $N=2$ the vectors are opposite (`hneg`), and the same argument applies with $2w$ in place of $w$.

In the code `simp` settles $N=0$, and the tactic `linear_combination` checks the other two contradictions by algebra. Once $N\ge3$ is known, the $xx$ component reads $wNb^2/2=1$, which fixes $w$.

A concrete failure at $N=2$ is the pair $(b,0)$ and $(-b,0)$. It adds up to zero, yet its $yy$ component vanishes for every $w$: no difference is ever taken along $y$.

```lean
/-- For `b > 0`, the six-vector hexagonal shell is complete with weight `1 / (3 b²)` and the
four-vector square shell with weight `1 / (2 b²)`. -/
theorem hexagonal_and_square {b : ℝ} (hb : 0 < b) (θ : ℝ) :
    IsComplete 6 b θ (1 / (3 * b ^ 2)) ∧ IsComplete 4 b θ (1 / (2 * b ^ 2)) := by
  constructor
  · refine (isComplete_iff hb θ _).mpr ⟨by norm_num, ?_⟩
    simp only [weight]
    push_cast
    ring
  · refine (isComplete_iff hb θ _).mpr ⟨by norm_num, ?_⟩
    simp only [weight]
    push_cast
    ring
```

Putting $N=6$ and $N=4$ into $2/(Nb^2)$ gives $1/(3b^2)$ for the hexagonal shell and $1/(2b^2)$ for the square one. It remains for the user to check that the chosen vectors really join points of the mesh in use.

These weights count both $b_j$ and $-b_j$. If a program stores only one vector of each opposite pair and keeps the same weight, it obtains half the identity; the weight must then be doubled.

## The gradient as the shell shrinks

```lean
/-- For `N ≥ 3` and `f` differentiable at `k`, the weighted finite-difference formula
converges to the `i`-th component of the gradient as `b` tends to zero from above. -/
theorem tendsto_gradient {N : ℕ} (hN : 3 ≤ N) (θ : ℝ) {f : (Fin 2 → ℝ) → ℝ}
    {f' : (Fin 2 → ℝ) →L[ℝ] ℝ} {k : Fin 2 → ℝ} (hf : HasFDerivAt f f' k) (i : Fin 2) :
    Tendsto (fun b : ℝ => ∑ j ∈ Finset.range N,
      weight N b * (bvec N b θ j i * (f (k + bvec N b θ j) - f k)))
      (𝓝[>] 0) (𝓝 (f' (Pi.single i 1))) := by
  have hN0 : (N : ℝ) ≠ 0 := Nat.cast_ne_zero.mpr (by omega)
  have hscale : ∀ (b : ℝ) (j : ℕ), bvec N b θ j = b • bvec N 1 θ j := by
    intro b j
    ext l
    fin_cases l <;> simp [bvec]
  have hlin : ∀ v : Fin 2 → ℝ,
      f' v = v 0 * f' (Pi.single 0 1) + v 1 * f' (Pi.single 1 1) := by
    intro v
    have hv : v = v 0 • Pi.single 0 1 + v 1 • Pi.single 1 1 := by
      ext l
      fin_cases l <;> simp
    calc f' v = f' (v 0 • Pi.single 0 1 + v 1 • Pi.single 1 1) := congrArg f' hv
      _ = _ := by simp only [map_add, map_smul, smul_eq_mul]
  -- completeness of the unit shell reassembles the directional derivatives
  have hval : ∑ j ∈ Finset.range N, 2 / (N : ℝ) * bvec N 1 θ j i * f' (bvec N 1 θ j) =
      f' (Pi.single i 1) := by
    have hc := completeness hN one_pos θ
    calc _ = (∑ j ∈ Finset.range N, weight N 1 * (bvec N 1 θ j i * bvec N 1 θ j 0)) *
            f' (Pi.single 0 1) +
          (∑ j ∈ Finset.range N, weight N 1 * (bvec N 1 θ j i * bvec N 1 θ j 1)) *
            f' (Pi.single 1 1) := by
          rw [Finset.sum_mul, Finset.sum_mul, ← Finset.sum_add_distrib]
          refine Finset.sum_congr rfl fun j _ => ?_
          rw [hlin (bvec N 1 θ j)]
          simp only [weight]
          ring
      _ = _ := by
          rw [hc i 0, hc i 1]
          fin_cases i <;> simp
  rw [← hval]
  have key := tendsto_finsetSum (Finset.range N) fun j _ =>
    ((hf.hasLineDerivAt (bvec N 1 θ j)).tendsto_slope_zero_right).const_mul
      (2 / (N : ℝ) * bvec N 1 θ j i)
  refine key.congr' ?_
  filter_upwards [self_mem_nhdsWithin] with b hb
  have hb0 : b ≠ 0 := ne_of_gt hb
  refine Finset.sum_congr rfl fun j _ => ?_
  rw [hscale b j]
  simp only [weight, Pi.smul_apply, smul_eq_mul]
  generalize f (k + b • bvec N 1 θ j) - f k = F
  field_simp

end

end FiniteDifferenceShell
```

The hypothesis `hf` says that $f$ is differentiable at $k$, with derivative the linear map `f'`. Its value on the unit vector `Pi.single i 1` is $\partial_i f(k)$. The arrow notation `𝓝[>] 0` means that $b$ approaches zero through positive values, with $N$ and $\theta$ fixed. The claim is

$$\sum_j \frac{2}{Nb^2}\,b_{j,i}\,[f(k+b_j)-f(k)]\;\longrightarrow\;\partial_i f(k).$$

Write $b_j=b\,u_j$ with $u_j$ a unit vector (`hscale`). Each term becomes

$$\frac2N\,u_{j,i}\,\frac{f(k+b\,u_j)-f(k)}{b}\;\longrightarrow\;\frac2N\,u_{j,i}\sum_l u_{j,l}\,\partial_l f(k).$$

The limit of the difference quotients is taken in `key`, and `hlin` expands the directional derivative in components. Summing over $j$ and using completeness of the unit shell gives $\sum_l\delta_{il}\,\partial_l f(k)=\partial_i f(k)$, which is `hval`. The last lines identify the original formula with these quotients for $b>0$.

The theorem gives convergence without a rate, for a real-valued $f$. In a Wannier calculation that uses such a shell, the same weights multiply quantities built from overlaps of neighbouring Bloch states, which are complex and depend on the gauge; their smoothness in $k$ is a separate question.

```lean
#print axioms FiniteDifferenceShell.sum_bvec
-- 'FiniteDifferenceShell.sum_bvec' depends on axioms: [propext, Classical.choice, Quot.sound]
#print axioms FiniteDifferenceShell.isComplete_iff
-- 'FiniteDifferenceShell.isComplete_iff' depends on axioms: [propext, Classical.choice, Quot.sound]
#print axioms FiniteDifferenceShell.hexagonal_and_square
-- 'FiniteDifferenceShell.hexagonal_and_square' depends on axioms: [propext, Classical.choice, Quot.sound]
#print axioms FiniteDifferenceShell.tendsto_gradient
-- 'FiniteDifferenceShell.tendsto_gradient' depends on axioms: [propext, Classical.choice, Quot.sound]
```
